# In an isotropic powder of spin pairs, the fraction with reduced dipolar shift (3cos²θ − 1)/2 at most v is zero when v < −1/2

A spin pair whose axis makes an angle θ with the magnetic field is given the reduced dipolar shift (3x² − 1)/2, where x = cos θ. The powder is isotropic, modelled by x uniform on [0,1], and the fraction with shift at most v is the Lebesgue measure of the set of such x, taken as a real number. The theorem `powderFraction_eq_zero` says that this fraction is zero for every real v < −1/2. The attempt first proves that the set is empty, since x² ≥ 0 keeps the shift from falling below −1/2, and then asks `simp` to finish from the definition and this fact.

As first written in Lean, the proof fails:

```lean
import Mathlib

open MeasureTheory Set Filter Topology

namespace PowderFractionEqZero

noncomputable section

/-- The reduced dipolar shift of a spin pair whose axis makes an angle with cosine `x`
with the magnetic field. -/
def shift (x : ℝ) : ℝ := (3 * x ^ 2 - 1) / 2

/-- The fraction of an isotropic powder, with `x = cos θ` uniform on `[0,1]`,
whose shift is at most `v`. -/
def powderFraction (v : ℝ) : ℝ :=
  (volume {x : ℝ | x ∈ Icc (0 : ℝ) 1 ∧ shift x ≤ v}).toReal

/-- The powder fraction is zero for `v < -1/2`. -/
theorem powderFraction_eq_zero {v : ℝ} (hv : v < -1 / 2) : powderFraction v = 0 := by
  have hset : {x : ℝ | x ∈ Icc (0 : ℝ) 1 ∧ shift x ≤ v} = ∅ := by
    refine eq_empty_of_forall_notMem ?_
    rintro x ⟨_, h⟩
    unfold shift at h
    nlinarith [sq_nonneg x]
  simp [powderFraction, hset]

end

end PowderFractionEqZero
```

The error:

```
Main.lean:19:83: error: unsolved goals
v : ℝ
hv : v < -1 / 2
hset : {x | x ∈ Icc 0 1 ∧ shift x ≤ v} = ∅
⊢ (volume {x | (0 ≤ x ∧ x ≤ 1) ∧ shift x ≤ v}).toReal = 0
Main.lean:25:24: warning: This simp argument is unused:
  hset

Hint: Omit it from the simp argument list.
  [apply] simp [powderFraction]

Note: This linter can be disabled with `set_option linter.unusedSimpArgs false`
```

Diagnosis. The error shows that `hset` was proved, but that the final `simp` left the measure of the set unevaluated. After unfolding `powderFraction`, `simp` rewrote the condition `x ∈ Icc 0 1` inside the set as `0 ≤ x ∧ x ≤ 1`. It simplifies such inner terms before it tries to rewrite the whole set with `hset`, whose left side still has the `Icc` form. The two no longer matched, so `hset` was never applied, which is why the warning calls it unused. Following the hint and dropping it would not prove the goal.

The repair replaces `simp` with two steps. `unfold powderFraction` exposes the set with its `Icc` condition intact, so `rw` can use `hset` to replace it with `∅`. Then `measure_empty` turns the measure into zero, and `ENNReal.toReal_zero` turns its real value into zero, leaving `0 = 0`, which `rw` closes by itself.

This version goes through:

```diff
@@ -23,5 +23,6 @@
     unfold shift at h
     nlinarith [sq_nonneg x]
-  simp [powderFraction, hset]
+  unfold powderFraction
+  rw [hset, measure_empty, ENNReal.toReal_zero]
 
 end
```
